# Planar Dirac Landau levels draw together, to leading order by \(w^2/m\) per quantum in a weak field

Take the three lowest positive-energy Landau levels of a Dirac particle moving in a plane, with mass \(m>0\) and cyclotron frequency \(w=|q|B/m>0\) for charge \(q\) and field \(B\), in units \(\hbar=c=1\). The sign of \(q\) is taken to be the one for which the level that does not move with the field lies at \(+m\), not at \(-m\). The squared energies of the three levels are \(m^2\), \(m^2+2mw\) and \(m^2+4mw\), which are equally spaced. The energies themselves are not:

\[
E_1-E_0=\frac{2mw}{E_1+E_0},\qquad E_2-E_1=\frac{2mw}{E_2+E_1}.
\]

The second denominator is larger, so the second gap is smaller. For small \(w\) the difference between the gaps is close to \(-w^2/m\), the relativistic shift of the cyclotron frequency per quantum.

## Energies, gaps and second differences

For every natural number \(n\), let \(E_n=m\sqrt{1+2nw/m}\). Then

\[
0\le E_n-\Bigl(m+nw-\frac{n^2w^2}{2m}\Bigr)\le\frac{n^3w^3}{2m^2},
\]

the gaps \(E_{n+1}-E_n\) strictly decrease with \(n\), and the second difference \(D_n=E_{n+2}-2E_{n+1}+E_n\) satisfies

\[
\Bigl|\frac{D_n\,m}{w^2}+1\Bigr|\le\frac{(n+2)^3w}{m}.
\]

Hence \(D_n m/w^2\to-1\) as \(w\to0\) from above, at fixed \(n\).

## Transition frequencies in a weak field

A code for a single electron confined to the plane perpendicular to a uniform field may take its transition frequencies from \(E_{n+1}-E_n\), or replace the square root by the quadratic expansion. The first bound prices that replacement: if \((n+1)w/m\le10^{-4}\), the truncation error is at most \(5\times10^{-13}\,m\) in each of the two energies. It is at most that in their difference too, because neither error is negative.

The shift itself is harder to extract by subtraction. With \(m=1\) and \(w=10^{-9}\), \(D_n\) is about \(-10^{-18}\) for small \(n\), while double-precision numbers just above 1 are about \(2.2\times10^{-16}\) apart. The stored energies have already lost the shift. Using the equally spaced squares twice gives a form without the cancellation:

\[
D_n=-\frac{8m^2w^2}{(E_n+E_{n+1})(E_{n+1}+E_{n+2})(E_n+E_{n+2})}.
\]

## From the ladder operators to the shift

In the field, the two components of kinetic momentum have a commutator of magnitude \(|q|B=mw\), so their complex combinations are \(\sqrt{2mw}\) times oscillator ladder operators \(a\) and \(a^\dagger\). For the chosen sign of \(q\), the Hamiltonian is

\[
H=\begin{pmatrix}m&\sqrt{2mw}\,a^\dagger\\ \sqrt{2mw}\,a&-m\end{pmatrix}.
\]

Try the upper component \((E_n+m)|n\rangle\) and the lower component \(\sqrt{2mw}\sqrt n\,|n-1\rangle\), the latter absent for \(n=0\). Since \(a|n\rangle=\sqrt n|n-1\rangle\) and \(a^\dagger|n-1\rangle=\sqrt n|n\rangle\), the upper equation requires

\[
m(E_n+m)+2nmw=E_n(E_n+m),
\]

which is \(E_n^2=m^2+2nmw\). The lower equation holds because \((E_n+m)-m=E_n\). The squared norm is \(2E_n(E_n+m)\), so the normalised amplitudes are \(\sqrt{(E_n+m)/2E_n}\) and \(\sqrt{(E_n-m)/2E_n}\).

For the expansion, put \(x=nw/m\) and \(\sqrt{1+2x}=1+u\) with \(u\ge0\). Squaring gives \(x=u+u^2/2\), and therefore

\[
1+x-\frac{x^2}{2}=1+u-\frac{u^3}{2}-\frac{u^4}{8}.
\]

The remainder is \(u^3/2+u^4/8\ge0\). It is at most \(x^3/2\), because

\[
\frac{x^3}{2}-\frac{u^3}{2}-\frac{u^4}{8}=\frac{5u^4}{8}+\frac{3u^5}{8}+\frac{u^6}{16}\ge0.
\]

Multiplication by \(m\) gives the energy bound.

For the gaps, let \(a,b,c\) stand for the numbers \(E_n,E_{n+1},E_{n+2}\); here \(a\) is not the ladder operator. Equal spacing of the squares means \(a^2+c^2=2b^2\), so

\[
(a+c)^2=2(a^2+c^2)-(c-a)^2=4b^2-(c-a)^2<4b^2.
\]

Thus \(a+c<2b\), or \(c-b<b-a\).

Finally, let \(r_k\) be the remainder in the expansion of \(E_k\), so that \(0\le r_k\le k^3w^3/(2m^2)\). The constant and linear terms vanish from the second difference, and \((n+2)^2-2(n+1)^2+n^2=2\), so

\[
D_n+\frac{w^2}{m}=r_{n+2}-2r_{n+1}+r_n.
\]

The right side is at most \(r_{n+2}+r_n\) and at least \(-2r_{n+1}\). Both have magnitude at most \((n+2)^3w^3/m^2\). Multiplying by \(m/w^2\) gives the stated bound, which tends to zero with \(w\).

## The Hamiltonian and its levels in Lean

A spinor is a pair of functions `ℕ → ℝ`, one amplitude for each oscillator state. Real amplitudes suffice because the phases are chosen so that all matrix elements are real. `lowering` and `raising` are \(a\) and \(a^\dagger\), `diracHamiltonian` is \(H\), and `landauSpinor` is the unnormalised trial state. Its condition `k + 1 = n` places the lower component in state \(n-1\) and leaves it empty for \(n=0\).

`dirac_eigenstate` says that this spinor is non-zero and that \(H\) multiplies it by `landauEnergy m w n`. The three claims about the levels are `landauEnergy_expansion`, `spacing_strictAnti` and `cyclotron_shift_bound`; `cyclotron_shift_tendsto` is the limit.

```lean
import Mathlib

open Filter Topology
open Real (sqrt)

namespace DiracLandauLevels

noncomputable section

/-- The energy `E_n = m √(1 + 2 n w / m)` of the `n`-th relativistic Landau level, for mass
`m > 0` and cyclotron frequency `w ≥ 0`, in units with `ħ = c = 1`. -/
def landauEnergy (m w : ℝ) (n : ℕ) : ℝ := m * sqrt (1 + 2 * n * w / m)

/-- The lowering operator on amplitudes over the oscillator states `0, 1, 2, …`. -/
def lowering (f : ℕ → ℝ) : ℕ → ℝ := fun k => sqrt ((k : ℝ) + 1) * f (k + 1)

/-- The raising operator on amplitudes over the oscillator states `0, 1, 2, …`. -/
def raising (f : ℕ → ℝ) : ℕ → ℝ
  | 0 => 0
  | k + 1 => sqrt ((k : ℝ) + 1) * f k

/-- The planar Dirac Hamiltonian in a uniform magnetic field, for `m, w ≥ 0`: a diagonal mass term,
and off-diagonal complex combinations of the kinetic momenta, equal to `√(2 m w)` times the ladder
operators. The sign of the charge is the one that puts the level `n = 0` at `+m`. -/
def diracHamiltonian (m w : ℝ) (ψ : (ℕ → ℝ) × (ℕ → ℝ)) : (ℕ → ℝ) × (ℕ → ℝ) :=
  (m • ψ.1 + sqrt (2 * m * w) • raising ψ.2, sqrt (2 * m * w) • lowering ψ.1 - m • ψ.2)

/-- The spinor with upper component in oscillator state `n` and lower component in state
`n - 1`, for `m > 0` and `w ≥ 0`; the lower component is absent for `n = 0`. -/
def landauSpinor (m w : ℝ) (n : ℕ) : (ℕ → ℝ) × (ℕ → ℝ) :=
  (fun k => if k = n then landauEnergy m w n + m else 0,
    fun k => if k + 1 = n then sqrt (2 * m * w) * sqrt (n : ℝ) else 0)

variable {m w : ℝ}

/-- For `m, w > 0` the Landau energies are positive. -/
theorem landauEnergy_pos (hm : 0 < m) (hw : 0 < w) (n : ℕ) : 0 < landauEnergy m w n := by
  unfold landauEnergy
  positivity

/-- For `m, w > 0` the squared energies are equally spaced: `E_n² = m² + 2 n m w`. -/
theorem landauEnergy_sq (hm : 0 < m) (hw : 0 < w) (n : ℕ) :
    landauEnergy m w n ^ 2 = m ^ 2 + 2 * n * m * w := by
  have h : 0 ≤ 1 + 2 * n * w / m := by positivity
  have h2 : 2 * n * w / m * m = 2 * n * w := div_mul_cancel₀ _ hm.ne'
  unfold landauEnergy
  rw [mul_pow, Real.sq_sqrt h]
  linear_combination m * h2

/-- For `m, w > 0` the Landau spinor is a non-zero eigenstate of the Dirac Hamiltonian in the
magnetic field, with energy `E_n`. -/
theorem dirac_eigenstate (hm : 0 < m) (hw : 0 < w) (n : ℕ) :
    diracHamiltonian m w (landauSpinor m w n) = landauEnergy m w n • landauSpinor m w n ∧
      landauSpinor m w n ≠ 0 := by
  have hE := landauEnergy_sq hm hw n
  have hκ : sqrt (2 * m * w) * sqrt (2 * m * w) = 2 * m * w :=
    Real.mul_self_sqrt (by positivity)
  refine ⟨Prod.ext (funext fun k => ?_) (funext fun k => ?_), fun h => ?_⟩
  · -- upper component: the ladder operators return the factor `n`
    cases k with
    | zero =>
      show m * (if 0 = n then landauEnergy m w n + m else 0) + sqrt (2 * m * w) * 0
        = landauEnergy m w n * (if 0 = n then landauEnergy m w n + m else 0)
      by_cases h : 0 = n
      · simp only [if_pos h]
        subst h
        push_cast at hE
        linear_combination -hE
      · simp only [if_neg h]
        ring
    | succ k =>
      show m * (if k + 1 = n then landauEnergy m w n + m else 0)
          + sqrt (2 * m * w) * (sqrt ((k : ℝ) + 1) *
            (if k + 1 = n then sqrt (2 * m * w) * sqrt (n : ℝ) else 0))
        = landauEnergy m w n * (if k + 1 = n then landauEnergy m w n + m else 0)
      by_cases h : k + 1 = n
      · simp only [if_pos h]
        subst h
        have hk : sqrt ((k : ℝ) + 1) * sqrt ((k : ℝ) + 1) = (k : ℝ) + 1 :=
          Real.mul_self_sqrt (by positivity)
        push_cast at hE ⊢
        linear_combination -hE + sqrt ((k : ℝ) + 1) ^ 2 * hκ + 2 * m * w * hk
      · simp only [if_neg h]
        ring
  · -- lower component
    show sqrt (2 * m * w) * (sqrt ((k : ℝ) + 1) *
          (if k + 1 = n then landauEnergy m w n + m else 0))
        - m * (if k + 1 = n then sqrt (2 * m * w) * sqrt (n : ℝ) else 0)
      = landauEnergy m w n * (if k + 1 = n then sqrt (2 * m * w) * sqrt (n : ℝ) else 0)
    by_cases h : k + 1 = n
    · simp only [if_pos h]
      subst h
      push_cast
      ring
    · simp only [if_neg h]
      ring
  · have h1 := congrFun (congrArg Prod.fst h) n
    have h2 : landauEnergy m w n + m = 0 := by simpa [landauSpinor] using h1
    linarith [landauEnergy_pos hm hw n]

/-- For `x ≥ 0` the second-order expansion of `√(1 + 2x)` errs from below, by at most
`x³ / 2`. -/
theorem sqrt_expansion {x : ℝ} (hx : 0 ≤ x) :
    0 ≤ sqrt (1 + 2 * x) - (1 + x - x ^ 2 / 2) ∧
      sqrt (1 + 2 * x) - (1 + x - x ^ 2 / 2) ≤ x ^ 3 / 2 := by
  have h1 : 1 ≤ sqrt (1 + 2 * x) := (Real.le_sqrt' one_pos).2 (by linarith)
  have hsq : sqrt (1 + 2 * x) ^ 2 = 1 + 2 * x := Real.sq_sqrt (by linarith)
  -- with `√(1 + 2x) = 1 + u` the remainder is `u³/2 + u⁴/8`
  obtain ⟨u, hu, hs⟩ : ∃ u : ℝ, 0 ≤ u ∧ sqrt (1 + 2 * x) = 1 + u :=
    ⟨sqrt (1 + 2 * x) - 1, by linarith, by ring⟩
  rw [hs] at hsq
  have hxu : x = u + u ^ 2 / 2 := by linear_combination -hsq / 2
  rw [hs, hxu]
  have p1 : 0 ≤ u ^ 3 / 2 + u ^ 4 / 8 := by positivity
  have p2 : 0 ≤ 5 * u ^ 4 / 8 + 3 * u ^ 5 / 8 + u ^ 6 / 16 := by positivity
  constructor <;> linarith

/-- For `m, w > 0` the expansion `m + n w - n² w² / 2m` gives `E_n` from below, with an error
of at most `n³ w³ / 2m²`. -/
theorem landauEnergy_expansion (hm : 0 < m) (hw : 0 < w) (n : ℕ) :
    0 ≤ landauEnergy m w n - (m + n * w - n ^ 2 * w ^ 2 / (2 * m)) ∧
      landauEnergy m w n - (m + n * w - n ^ 2 * w ^ 2 / (2 * m))
        ≤ n ^ 3 * w ^ 3 / (2 * m ^ 2) := by
  have hx : 0 ≤ n * w / m := by positivity
  obtain ⟨h1, h2⟩ := sqrt_expansion hx
  have e1 : 1 + 2 * n * w / m = 1 + 2 * (n * w / m) := by ring
  have e2 : m + n * w - n ^ 2 * w ^ 2 / (2 * m)
      = m * (1 + n * w / m - (n * w / m) ^ 2 / 2) := by
    field_simp
  have e3 : n ^ 3 * w ^ 3 / (2 * m ^ 2) = m * ((n * w / m) ^ 3 / 2) := by
    field_simp
  unfold landauEnergy
  rw [e1, e2, e3, ← mul_sub]
  exact ⟨mul_nonneg hm.le h1, mul_le_mul_of_nonneg_left h2 hm.le⟩

/-- For `m, w > 0` the spacing `E_(n+1) - E_n` between neighbouring Landau levels strictly
decreases with `n`. -/
theorem spacing_strictAnti (hm : 0 < m) (hw : 0 < w) :
    StrictAnti fun n : ℕ => landauEnergy m w (n + 1) - landauEnergy m w n := by
  -- numbers with equally spaced squares have decreasing gaps
  have key : ∀ a b c : ℝ, 0 < b → a ^ 2 + c ^ 2 = 2 * b ^ 2 → a ^ 2 < c ^ 2 →
      c - b < b - a := by
    intro a b c hb hsum hlt
    have hne : c - a ≠ 0 := by
      intro h
      rw [sub_eq_zero.1 h] at hlt
      exact lt_irrefl _ hlt
    have hpos : 0 < (c - a) ^ 2 := by positivity
    have hsq : (a + c) ^ 2 < (2 * b) ^ 2 := by nlinarith
    have := lt_of_pow_lt_pow_left₀ 2 (by positivity) hsq
    linarith
  refine strictAnti_nat_of_succ_lt fun n => ?_
  have h0 := landauEnergy_sq hm hw n
  have h1 := landauEnergy_sq hm hw (n + 1)
  have h2 := landauEnergy_sq hm hw (n + 1 + 1)
  push_cast at h1 h2
  have hmw := mul_pos hm hw
  exact key _ _ _ (landauEnergy_pos hm hw (n + 1)) (by linarith) (by linarith)

/-- For `m, w > 0` the second difference of the Landau energies, in units of `w² / m`, differs
from `-1` by at most `(n + 2)³ w / m`. -/
theorem cyclotron_shift_bound (hm : 0 < m) (hw : 0 < w) (n : ℕ) :
    |(landauEnergy m w (n + 2) - 2 * landauEnergy m w (n + 1) + landauEnergy m w n)
      * m / w ^ 2 + 1| ≤ ((n : ℝ) + 2) ^ 3 * w / m := by
  obtain ⟨a0, b0⟩ := landauEnergy_expansion hm hw n
  obtain ⟨a1, b1⟩ := landauEnergy_expansion hm hw (n + 1)
  obtain ⟨a2, b2⟩ := landauEnergy_expansion hm hw (n + 2)
  push_cast at a1 b1 a2 b2
  have s : ∀ x : ℝ, x ^ 2 * w ^ 2 / (2 * m) = x ^ 2 * (w ^ 2 / m) / 2 := fun x => by ring
  have t : ∀ x : ℝ, x ^ 3 * w ^ 3 / (2 * m ^ 2) = x ^ 3 * (w ^ 3 / m ^ 2) / 2 :=
    fun x => by ring
  simp only [s] at a0 a1 a2
  simp only [s, t] at b0 b1 b2
  have hq : 0 ≤ w ^ 3 / m ^ 2 := by positivity
  have c0 : (n : ℝ) ^ 3 * (w ^ 3 / m ^ 2) ≤ ((n : ℝ) + 2) ^ 3 * (w ^ 3 / m ^ 2) :=
    mul_le_mul_of_nonneg_right (pow_le_pow_left₀ (by positivity) (by linarith) 3) hq
  have c1 : ((n : ℝ) + 1) ^ 3 * (w ^ 3 / m ^ 2) ≤ ((n : ℝ) + 2) ^ 3 * (w ^ 3 / m ^ 2) :=
    mul_le_mul_of_nonneg_right (pow_le_pow_left₀ (by positivity) (by linarith) 3) hq
  -- the quadratic terms contribute exactly `-w²/m`; the remainders are cubic in `w`
  have hD : |landauEnergy m w (n + 2) - 2 * landauEnergy m w (n + 1) + landauEnergy m w n
      + w ^ 2 / m| ≤ ((n : ℝ) + 2) ^ 3 * (w ^ 3 / m ^ 2) :=
    abs_le.2 ⟨by linarith, by linarith⟩
  have hpos : 0 < m / w ^ 2 := by positivity
  calc _ = |(landauEnergy m w (n + 2) - 2 * landauEnergy m w (n + 1) + landauEnergy m w n
        + w ^ 2 / m) * (m / w ^ 2)| := by
        congr 1
        field_simp
    _ ≤ ((n : ℝ) + 2) ^ 3 * (w ^ 3 / m ^ 2) * (m / w ^ 2) := by
        rw [abs_mul, abs_of_pos hpos]
        exact mul_le_mul_of_nonneg_right hD hpos.le
    _ = ((n : ℝ) + 2) ^ 3 * w / m := by field_simp

/-- For `m > 0` the relativistic shift of the cyclotron energy per quantum, in units of
`w² / m`, tends to `-1` as `w` tends to `0` from above. -/
theorem cyclotron_shift_tendsto (hm : 0 < m) (n : ℕ) :
    Tendsto (fun w : ℝ => (landauEnergy m w (n + 2) - 2 * landauEnergy m w (n + 1)
      + landauEnergy m w n) * m / w ^ 2) (𝓝[>] 0) (𝓝 (-1)) := by
  have hc : Continuous fun w : ℝ => ((n : ℝ) + 2) ^ 3 * w / m := by fun_prop
  have h0 : Tendsto (fun w : ℝ => ((n : ℝ) + 2) ^ 3 * w / m) (𝓝[>] 0) (𝓝 0) := by
    have h := hc.tendsto 0
    simp only [mul_zero, zero_div] at h
    exact h.mono_left nhdsWithin_le_nhds
  rw [tendsto_iff_norm_sub_tendsto_zero]
  refine squeeze_zero' (Eventually.of_forall fun _ => norm_nonneg _) ?_ h0
  filter_upwards [self_mem_nhdsWithin] with w hw
  rw [Real.norm_eq_abs, sub_neg_eq_add]
  exact cyclotron_shift_bound hm hw n

end

end DiracLandauLevels
```

```lean
#print axioms DiracLandauLevels.dirac_eigenstate
#print axioms DiracLandauLevels.spacing_strictAnti
#print axioms DiracLandauLevels.cyclotron_shift_tendsto
```

```
'DiracLandauLevels.dirac_eigenstate' depends on axioms: [propext, Classical.choice, Quot.sound]
'DiracLandauLevels.spacing_strictAnti' depends on axioms: [propext, Classical.choice, Quot.sound]
'DiracLandauLevels.cyclotron_shift_tendsto' depends on axioms: [propext, Classical.choice, Quot.sound]
```

`landauEnergy_sq` supplies the equally spaced squares. In `dirac_eigenstate`, the equation is checked amplitude by amplitude: `by_cases` separates the occupied oscillator state from the empty ones, and `linear_combination` reduces the upper equation to the formula for \(E_n^2\). The spinor is non-zero because its upper amplitude at \(n\) is \(E_n+m>0\).

`sqrt_expansion` introduces \(u\) and proves the two polynomials above non-negative with `positivity`; `landauEnergy_expansion` rescales the result by \(m\). Inside `spacing_strictAnti`, the statement `key` is the argument with \(a,b,c\). In `cyclotron_shift_bound`, the rewrites `s` and `t` bring the three expansions to common powers of \(w\) and \(m\), after which `linarith` combines the remainders. The limit follows by squeezing with `squeeze_zero'`.

The filter `𝓝[>] 0` in the limit matters. With `𝓝 0` the statement would be false, since that filter also tests the point \(w=0\), where Lean evaluates the quotient \(0/0\) as 0 and not as \(-1\).

## One particle, one branch, real numbers

For the Hamiltonian as defined, the energies are derived: each \(E_n\) belongs to an explicit eigenstate, and the inequalities hold for all \(m,w>0\) and all \(n\), including \(n=0\). The step from a vector potential to ladder operators is built into the definition of \(H\).

The theorems do not say that these eigenstates exhaust the spectrum, and they leave the negative-energy states aside. For the opposite sign of \(q\), \(a\) and \(a^\dagger\) trade places in \(H\); the level at \(+m\) is then replaced by one at \(-m\), and the positive energies start at \(E_1\). `diracHamiltonian` acts on arbitrary sequences, without a Hilbert-space domain or a claim of self-adjointness, although each `landauSpinor` has at most two non-zero amplitudes and is therefore normalisable. Motion along the field, an anomalous magnetic moment, radiation and interactions between particles are absent from the model. So is the position of the orbit's centre, on which the energy does not depend and which gives each Landau level its large degeneracy.

The limit is taken at fixed \(n\). Its error bound grows as \((n+2)^3\), which is simple but loose: to leading order in \(w\), \(D_nm/w^2\) differs from \(-1\) by \(3(n+1)w/m\). For highly excited levels the estimate \(-w^2/m\) therefore needs a field weak enough that \(nw/m\) is small. The inequalities concern real numbers, so the rounding error of a floating-point evaluation comes on top of the truncation error they bound.
